# If M has rank r and 1 + M is invertible, the solution of (1 + M)x = b lies in the span of r + 1 Krylov vectors

The trial vectors of an iterative response solver are modelled here by the subspace they span, not by the iterates of a particular algorithm. For a square matrix \(M\) and a vector \(b\), `krylov M b m` is the span of the first \(m\) vectors \(M^k b\), with \(k = 0, \dots, m-1\). The label \(m\) counts vectors and not dimensions, since the vectors may be linearly dependent. Orthogonalisation is left out because it does not change the span.

The physical setting is a linear response equation such as that of coupled-perturbed Hartree-Fock theory. For a static real perturbation, a matrix \(D\) holds the differences between virtual and occupied orbital energies, a matrix \(C\) holds the coupling through the induced field, and \(M = D^{-1}C\) is the preconditioned coupling. The vector \(b\) is the uncoupled response and \(x\) the coupled one. If \(M\) has exact rank \(r\) and \(1+M\) is invertible, the solution of \((1+M)x = b\) lies in the span of the first \(r+1\) trial vectors \(M^k b\), whatever the finite number of orbital pairs.

```lean
import Mathlib

open scoped Matrix Polynomial

namespace LowRankResponse

noncomputable section

variable {K n : Type*} [Field K] [Fintype n] [DecidableEq n]

/-- The Krylov space spanned by the first `m` trial vectors `b, M b, ..., M^(m-1) b`. -/
def krylov (M : Matrix n n K) (b : n → K) (m : ℕ) : Submodule K (n → K) :=
  Submodule.span K (Set.range fun k : Fin m => (M ^ (k : ℕ)) *ᵥ b)
```

In the code, `n` is a finite index set, for instance the occupied-virtual pairs, and `K` is any field, so real and complex matrices are both included. The product of a matrix and a vector is written `*ᵥ`. Two elementary properties follow: each listed vector lies in the space, and a longer list spans at least as much.

```lean
/-- The trial vector `M^k b` belongs to the span of the first `m` trial vectors when `k < m`. -/
theorem pow_mem_krylov (M : Matrix n n K) (b : n → K) {k m : ℕ} (hk : k < m) :
    (M ^ k) *ᵥ b ∈ krylov M b m :=
  Submodule.subset_span ⟨⟨k, hk⟩, rfl⟩

/-- Adding trial vectors never shrinks the Krylov space. -/
theorem krylov_mono (M : Matrix n n K) (b : n → K) {m m' : ℕ} (h : m ≤ m') :
    krylov M b m ≤ krylov M b m' := by
  refine Submodule.span_le.2 ?_
  rintro _ ⟨k, rfl⟩
  exact pow_mem_krylov M b (lt_of_lt_of_le k.isLt h)
```

## The rank of the coupling

A coupling of rank at most \(r\) is one that acts through \(r\) channels, as in a separable form \(\sum_{a=1}^{r} u_a v_a^{T}\). The full two-electron coupling of a molecule does not generally have this form with small \(r\), so low rank is an idealisation. In the theorems \(r\) is `M.rank`, the exact dimension of the range of \(M\); small singular values count as fully as large ones.

By hand, the rank is used to find a short polynomial relation. Let \(R\) be the range of \(M\), with \(\dim R = r\). Since \(M\) sends every vector into \(R\), it restricts to a linear map \(M_R : R \to R\). Its characteristic polynomial

\[
p(t) = t^r + \sum_{i=0}^{r-1} a_i t^i
\]

is monic of degree \(r\), and Cayley-Hamilton gives \(p(M_R) = 0\). For any vector \(v\), the vector \(Mv\) lies in \(R\), so \(p(M)Mv = p(M_R)(Mv) = 0\). Therefore \(p(M)M = 0\).

```lean
/-- A matrix `M` of rank `r` satisfies `p(M) M = 0` for some monic polynomial `p` of
degree `r`. -/
theorem exists_low_degree_annihilator (M : Matrix n n K) :
    ∃ p : K[X], p.Monic ∧ p.natDegree = M.rank ∧ Polynomial.aeval M p * M = 0 := by
  -- `g` is the action of `M` on its own range, a space of dimension `M.rank`
  let g : Module.End K (LinearMap.range M.mulVecLin) :=
    M.mulVecLin.rangeRestrict ∘ₗ (LinearMap.range M.mulVecLin).subtype
  have hpow : ∀ (k : ℕ) (y : LinearMap.range M.mulVecLin),
      (((g ^ k) y : LinearMap.range M.mulVecLin) : n → K) = (M ^ k) *ᵥ (y : n → K) := by
    intro k
    induction k with
    | zero => intro y; simp
    | succ k ih =>
      intro y
      rw [pow_succ, pow_succ, Module.End.mul_apply, ih, ← Matrix.mulVec_mulVec]
      rfl
  have key : ∀ (q : K[X]) (y : LinearMap.range M.mulVecLin),
      ((Polynomial.aeval g q y : LinearMap.range M.mulVecLin) : n → K)
        = (Polynomial.aeval M q) *ᵥ (y : n → K) := by
    intro q y
    induction q using Polynomial.induction_on' with
    | add p q hp hq =>
      rw [map_add, map_add, LinearMap.add_apply, Submodule.coe_add, hp, hq, Matrix.add_mulVec]
    | monomial k a =>
      rw [Polynomial.aeval_monomial, Polynomial.aeval_monomial, ← Algebra.smul_def,
        ← Algebra.smul_def, LinearMap.smul_apply, Submodule.coe_smul, hpow, Matrix.smul_mulVec]
  refine ⟨g.charpoly, g.charpoly_monic, g.charpoly_natDegree, ?_⟩
  apply Matrix.toLin'.injective
  refine LinearMap.ext fun v => ?_
  rw [Matrix.toLin'_apply, ← Matrix.mulVec_mulVec, map_zero, LinearMap.zero_apply]
  -- Cayley-Hamilton on the range
  have h := key g.charpoly ⟨M *ᵥ v, v, rfl⟩
  rw [LinearMap.aeval_self_charpoly] at h
  exact h.symm
```

The device that makes this proof short is Mathlib's characteristic polynomial for linear maps, as distinct from the one for matrices. Applied to the matrix \(M\), Cayley-Hamilton would give a polynomial of degree \(N\), where \(N\) is the size of the matrix, the number of elements of `n`. The proof instead builds `g`, which is \(M_R\), as an endomorphism of the subspace `LinearMap.range M.mulVecLin`. No basis of the range has to be chosen. The lemma `g.charpoly_natDegree` says that the degree is the dimension of that subspace, which is how Mathlib defines `M.rank`, and `LinearMap.aeval_self_charpoly` is Cayley-Hamilton for `g`.

What remains is to translate between vectors of the subspace and vectors of the full space. The step `hpow` does this for powers by induction, and `key` extends it to all polynomials by treating sums and monomials. Applying `key` to \(Mv\) gives the identity above.

Written out, \(p(M)M = 0\) reads

\[
M^{r+1} = -\sum_{i=0}^{r-1} a_i M^{i+1}.
\]

Let \(W\) be the span of \(b, Mb, \dots, M^r b\). For \(k < r\), \(M\) sends \(M^k b\) to the next vector in the list. For \(k = r\), it gives \(M^{r+1}b\), which the relation expresses through \(Mb, \dots, M^r b\). Hence \(MW \subseteq W\). When \(r = 0\) the sum is empty, \(M = 0\), and \(W\) is the span of \(b\).

```lean
/-- For `M` of rank `r`, the space of the first `r + 1` trial vectors is closed under `M`. -/
theorem krylov_invariant (M : Matrix n n K) (b : n → K) {v : n → K}
    (hv : v ∈ krylov M b (M.rank + 1)) : M *ᵥ v ∈ krylov M b (M.rank + 1) := by
  obtain ⟨p, hp, hd, h0⟩ := exists_low_degree_annihilator M
  -- the next power of `M` is a combination of lower ones
  have htop : M ^ (M.rank + 1)
      = -∑ i ∈ Finset.range M.rank, p.coeff i • M ^ (i + 1) := by
    rw [Polynomial.aeval_eq_sum_range, Finset.sum_range_succ, hp.coeff_natDegree, one_smul,
      hd, add_mul, Finset.sum_mul] at h0
    simp only [smul_mul_assoc, ← pow_succ] at h0
    exact eq_neg_of_add_eq_zero_right h0
  have hsum : ∀ m ≤ M.rank, (∑ i ∈ Finset.range m, p.coeff i • M ^ (i + 1)) *ᵥ b
      ∈ krylov M b (M.rank + 1) := by
    intro m
    induction m with
    | zero => intro _; simp
    | succ m ih =>
      intro hm
      rw [Finset.sum_range_succ, Matrix.add_mulVec, Matrix.smul_mulVec]
      exact Submodule.add_mem _ (ih (by omega))
        (Submodule.smul_mem _ _ (pow_mem_krylov M b (by omega)))
  have hle : krylov M b (M.rank + 1) ≤ (krylov M b (M.rank + 1)).comap M.mulVecLin := by
    refine Submodule.span_le.2 ?_
    rintro _ ⟨k, rfl⟩
    show M *ᵥ ((M ^ (k : ℕ)) *ᵥ b) ∈ krylov M b (M.rank + 1)
    rw [Matrix.mulVec_mulVec, ← pow_succ']
    by_cases hk : (k : ℕ) < M.rank
    · exact pow_mem_krylov M b (by omega)
    · have hk' : (k : ℕ) = M.rank := by have := k.isLt; omega
      rw [hk', htop, Matrix.neg_mulVec]
      exact Submodule.neg_mem _ (hsum _ le_rfl)
  exact hle hv
```

Here `htop` is the relation for \(M^{r+1}\), and `hsum` shows that the sum applied to \(b\) stays in \(W\). The step `hle` checks invariance on the spanning vectors, with the same two cases for \(k\).

Without low rank the result remains true but says little. Once \(r \ge N-1\), the count \(r+1\) is at least \(N\), and ordinary Cayley-Hamilton already shows that \(N\) trial vectors suffice.

## Invertibility of 1 + M

Since \(1 + M = D^{-1}(D + C)\), this condition says that the coupled response matrix has no zero eigenvalue. In the static case a zero eigenvalue can mark the onset of an instability of the reference state, or come from a continuous symmetry that the reference state breaks. The linear equation then does not determine a unique response.

By hand, invertibility is used twice. Because \(W\) is invariant under \(M\), it is also invariant under \(1 + M\). This map is injective, and an injective linear map of a finite-dimensional space into itself is surjective. Since \(b \in W\), there is a \(y \in W\) with \((1+M)y = b\). If also \((1+M)x = b\), then \((1+M)(x-y) = 0\), and injectivity on the whole space gives \(x = y \in W\).

```lean
/-- If `1 + M` is invertible and `M` has rank `r`, the solution of `(1 + M) x = b` lies in the
span of the `r + 1` trial vectors `b, M b, ..., M^r b`, whatever the size of the system. -/
theorem solution_mem_krylov (M : Matrix n n K) (b x : n → K) (h : IsUnit (1 + M))
    (hx : (1 + M) *ᵥ x = b) : x ∈ krylov M b (M.rank + 1) := by
  obtain ⟨B, hB⟩ := h.exists_left_inv
  have hinj : ∀ u v : n → K, (1 + M) *ᵥ u = (1 + M) *ᵥ v → u = v := by
    intro u v huv
    have h1 := congrArg (fun w => B *ᵥ w) huv
    simpa only [Matrix.mulVec_mulVec, hB, Matrix.one_mulVec] using h1
  have hW : ∀ v ∈ krylov M b (M.rank + 1),
      (1 + M).mulVecLin v ∈ krylov M b (M.rank + 1) := by
    intro v hv
    rw [Matrix.mulVecLin_apply, Matrix.add_mulVec, Matrix.one_mulVec]
    exact Submodule.add_mem _ hv (krylov_invariant M b hv)
  have hb : b ∈ krylov M b (M.rank + 1) := by
    have h0 := pow_mem_krylov M b (k := 0) (m := M.rank + 1) (by omega)
    rwa [pow_zero, Matrix.one_mulVec] at h0
  -- an injective map of a finite-dimensional space into itself is onto
  have hT : Function.Injective ((1 + M).mulVecLin.restrict hW) := by
    intro u v huv
    exact Subtype.ext (hinj _ _ (congrArg Subtype.val huv))
  obtain ⟨y, hy⟩ := LinearMap.injective_iff_surjective.1 hT ⟨b, hb⟩
  have hy' : (1 + M) *ᵥ (y : n → K) = b := congrArg Subtype.val hy
  rw [hinj x y (hx.trans hy'.symm)]
  exact y.2
```

The hypothesis `h : IsUnit (1 + M)` is the invertibility, and `hx` says that `x` solves the equation. The proof takes a left inverse `B` from `h` and derives injectivity, `hinj`. It then restricts \(1+M\) to \(W\) using `hW`, and obtains `y` from `LinearMap.injective_iff_surjective`. A final use of `hinj` identifies `x` with `y`.

If \(1+M\) is singular, the conclusion can fail even when the equation has solutions. Take

\[
M = \begin{pmatrix} -1 & 1 \\ 0 & -1 \end{pmatrix}, \qquad b = \begin{pmatrix} 1 \\ 0 \end{pmatrix}.
\]

The solutions are \(x = (c, 1)^T\) with \(c\) arbitrary, while every trial vector is \(\pm b\). No solution lies in their span, however many of them are taken. This is an example for general matrices, and it relies on \(M\) not being diagonalisable. If \(D\) is diagonal with positive entries and \(C\) is real and symmetric, \(D^{-1}C\) is diagonalisable, and whenever the singular equation has solutions, one of them does lie in the span of the first \(r+1\) trial vectors.

## An invertible preconditioner

In the original form of the equation, \((D + C)x = g\), the vector \(g\) is fixed by the perturbation, with a sign that depends on convention (the name `g` no longer denotes the restricted map). For the diagonal \(D\) of orbital energy differences, invertibility means that no occupied and virtual orbital are degenerate. The theorem allows any invertible \(D\), diagonal or not.

Multiplying by \(D^{-1}\) gives

\[
(1 + D^{-1}C)\,x = D^{-1}g .
\]

The matrix on the left equals \(D^{-1}(D+C)\), a product of invertible matrices, and the rank of \(D^{-1}C\) is at most that of \(C\). The previous result then places \(x\) in the span of \((D^{-1}C)^k D^{-1}g\) for \(k = 0, \dots, r\), where \(r\) is now the rank of \(C\).

```lean
/-- Let `D` and `D + C` be invertible and let the coupling `C` have rank `r`. The solution of
`(D + C) x = g` lies in the span of the `r + 1` preconditioned trial vectors
`(D⁻¹ C)^k D⁻¹ g`, `k = 0, ..., r`. -/
theorem preconditioned_solution_mem_krylov (D C : Matrix n n K) (g x : n → K)
    (hD : IsUnit D) (hDC : IsUnit (D + C)) (hx : (D + C) *ᵥ x = g) :
    x ∈ krylov (D⁻¹ * C) (D⁻¹ *ᵥ g) (C.rank + 1) := by
  have he : 1 + D⁻¹ * C = D⁻¹ * (D + C) := by
    rw [mul_add, Matrix.nonsing_inv_mul D ((Matrix.isUnit_iff_isUnit_det D).1 hD)]
  have hr : (D⁻¹ * C).rank ≤ C.rank := Matrix.rank_mul_le_right _ _
  refine krylov_mono _ _ (Nat.succ_le_succ hr) (solution_mem_krylov _ _ x ?_ ?_)
  · rw [he]
    exact (Matrix.isUnit_nonsing_inv_iff.2 hD).mul hDC
  · rw [he, ← Matrix.mulVec_mulVec, hx]
```

The step `he` is the factorisation and `hr` the rank inequality, which `krylov_mono` turns into an inclusion of trial spaces. The hypothesis `hDC` supplies the invertibility of \(D + C\); since \(D\) is invertible, this is equivalent to the invertibility of \(1 + D^{-1}C\), the condition discussed above.

If \(D\) is singular, the preconditioned vectors have no meaning. Lean then sets `D⁻¹` to zero, so all trial vectors vanish and cannot represent a nonzero solution.

## One trial vector fewer

The count \(r+1\) cannot be lowered to \(r\) for all matrices of rank \(r\). For each \(r \ge 0\), take the model matrix \(M = \mathrm{diag}(0, 1, \dots, r)\), of size \(r+1\), and \(b = (1, \dots, 1)^T\).

```lean
/-- The diagonal matrix `diag(0, 1, ..., r)`, of size `r + 1`, used as a model for `M`. -/
def ladder (r : ℕ) : Matrix (Fin (r + 1)) (Fin (r + 1)) ℝ :=
  Matrix.diagonal fun i => ((i : ℕ) : ℝ)
```

This \(M\) has \(r\) nonzero diagonal entries, hence rank \(r\). The entries \(1+i\) of \(1+M\) are positive, so it is invertible, and the solution is \(x_i = 1/(1+i)\) for \(i = 0, \dots, r\).

Suppose that \(x = \sum_{k=0}^{r-1} c_k M^k b\). Since \((M^k b)_i = i^k\), the polynomial \(q(t) = \sum_{k=0}^{r-1} c_k t^k\) satisfies \(q(i) = 1/(1+i)\). Then

\[
P(t) = (1+t)\,q(t) - 1
\]

has degree at most \(r\) and vanishes at the \(r+1\) points \(0, 1, \dots, r\), so \(P = 0\). But \(P(-1) = -1\), a contradiction.

```lean
/-- The count `r + 1` is sharp for every `r`: `M = diag(0, 1, ..., r)` has rank `r` and `1 + M`
is invertible, but for `b = (1, ..., 1)` the solution `x_i = 1 / (1 + i)` of `(1 + M) x = b` is
not in the span of the first `r` trial vectors. -/
theorem trial_vector_count_sharp (r : ℕ) :
    (ladder r).rank = r ∧ IsUnit (1 + ladder r) ∧
      (1 + ladder r) *ᵥ (fun i : Fin (r + 1) => 1 / (1 + ((i : ℕ) : ℝ))) = (fun _ => 1) ∧
      (fun i : Fin (r + 1) => 1 / (1 + ((i : ℕ) : ℝ))) ∉ krylov (ladder r) (fun _ => 1) r := by
  have h1 : 1 + ladder r = Matrix.diagonal fun i : Fin (r + 1) => 1 + ((i : ℕ) : ℝ) := by
    rw [ladder, ← Matrix.diagonal_one, Matrix.diagonal_add]
  refine ⟨?_, ?_, ?_, ?_⟩
  · have e : {i : Fin (r + 1) // ((i : ℕ) : ℝ) ≠ 0} ≃ Fin r :=
      (Equiv.subtypeEquivRight fun i : Fin (r + 1) =>
        not_congr (Nat.cast_eq_zero.trans (Fin.ext_iff (a := i) (b := 0)).symm)).trans
        (finSuccAboveEquiv (0 : Fin (r + 1))).symm
    rw [ladder, Matrix.rank_diagonal]
    exact (Fintype.card_congr e).trans (Fintype.card_fin r)
  · rw [h1, Matrix.isUnit_iff_isUnit_det, Matrix.det_diagonal, isUnit_iff_ne_zero]
    exact Finset.prod_ne_zero_iff.2 fun i _ => by positivity
  · funext i
    rw [h1, Matrix.mulVec_diagonal]
    exact mul_one_div_cancel (by positivity)
  · intro hmem
    obtain ⟨c, hc⟩ := (Submodule.mem_span_range_iff_exists_fun ℝ).1 hmem
    have hpow : ∀ (k : ℕ) (i : Fin (r + 1)),
        ((ladder r ^ k) *ᵥ (fun _ => (1 : ℝ))) i = ((i : ℕ) : ℝ) ^ k := by
      intro k i
      simp only [ladder, Matrix.diagonal_pow, Matrix.mulVec_diagonal, Pi.pow_apply, mul_one]
    -- `P(t) = (1 + t) q(t) - 1`, where `q` has the expansion coefficients `c`
    obtain ⟨P, hP⟩ : ∃ P : ℝ[X], P = (∑ k : Fin r, (Polynomial.C (c k) * Polynomial.X ^ ((k : ℕ) + 1)
        + Polynomial.C (c k) * Polynomial.X ^ (k : ℕ))) + Polynomial.C (-1) := ⟨_, rfl⟩
    have hev : ∀ t : ℝ, P.eval t = (1 + t) * (∑ k : Fin r, c k * t ^ (k : ℕ)) - 1 := by
      intro t
      simp only [hP, Polynomial.eval_add, Polynomial.eval_finsetSum, Polynomial.eval_mul,
        Polynomial.eval_C, Polynomial.eval_pow, Polynomial.eval_X, Finset.mul_sum]
      rw [sub_eq_add_neg]
      congr 1
      exact Finset.sum_congr rfl fun k _ => by ring
    have hdeg : P.natDegree ≤ r := by
      rw [hP]
      refine Polynomial.natDegree_add_le_of_degree_le
        (Polynomial.natDegree_sum_le_of_forall_le _ _ fun k _ => ?_)
        ((Polynomial.natDegree_C _).le.trans (Nat.zero_le r))
      have hk := k.isLt
      exact Polynomial.natDegree_add_le_of_degree_le
        ((Polynomial.natDegree_C_mul_X_pow_le _ _).trans (by omega))
        ((Polynomial.natDegree_C_mul_X_pow_le _ _).trans (by omega))
    have hroot : ∀ i : Fin (r + 1), P.eval ((i : ℕ) : ℝ) = 0 := by
      intro i
      have h := congrFun hc i
      simp only [Finset.sum_apply, Pi.smul_apply, smul_eq_mul, hpow] at h
      rw [hev, h, mul_one_div_cancel (by positivity), sub_self]
    -- too many roots force `P = 0`, but `P(-1) = -1`
    have hz : P = 0 := Polynomial.eq_zero_of_natDegree_lt_card_of_eval_eq_zero P
      (f := fun i : Fin (r + 1) => ((i : ℕ) : ℝ))
      (fun i j hij => Fin.ext (Nat.cast_injective hij)) hroot
      (by rw [Fintype.card_fin]; omega)
    have hm := hev (-1)
    rw [hz, Polynomial.eval_zero, add_neg_cancel, zero_mul] at hm
    norm_num at hm

end

end LowRankResponse
```

The four parts of the statement are the rank, the invertibility, the solution and its absence from the span of the first \(r\) trial vectors. In the last part, `hev` evaluates \(P\), `hdeg` bounds its degree and `hroot` supplies the roots; `hz` concludes that \(P = 0\), and evaluation at \(-1\) closes the proof. The example shows that the bound is the best possible in terms of rank alone; a particular \(M\) and \(b\) may need fewer vectors.

```lean
#print axioms LowRankResponse.solution_mem_krylov
#print axioms LowRankResponse.preconditioned_solution_mem_krylov
#print axioms LowRankResponse.trial_vector_count_sharp
```

```
'LowRankResponse.solution_mem_krylov' depends on axioms: [propext, Classical.choice, Quot.sound]
'LowRankResponse.preconditioned_solution_mem_krylov' depends on axioms: [propext, Classical.choice, Quot.sound]
'LowRankResponse.trial_vector_count_sharp' depends on axioms: [propext, Classical.choice, Quot.sound]
```
